# In a seniority-zero state the spin-orbital one-matrix is diagonal and each double occupancy equals the up-spin occupation

Seniority zero is modelled here as a condition on the state vector: $n_{p\uparrow}\psi=n_{p\downarrow}\psi$ for every spatial orbital $p$ of a chosen orthonormal basis, in which the one-matrix is also taken. Physically, each orbital is empty or doubly occupied in every configuration that contributes to $\psi$. Another model would define $\psi$ as a combination of determinants with only empty or doubly occupied orbitals. That would require determinants to be defined first, whereas the vector condition makes sense for any matrices obeying the canonical anticommutation relations (CAR).

## Derivation from the spin imbalance

Let $i=(p,\sigma)$ and $k=(q,\tau)$ label spin-orbitals, with annihilators $a_i$, number operators $n_i=a_i^*a_i$ and $\langle X\rangle=\langle\psi,X\psi\rangle$. The CAR are $\{a_i,a_k\}=0$ and $\{a_i,a_k^*\}=\delta_{ik}$. They give

$$[n_j,a_i^*]=a_j^*\{a_j,a_i^*\}-\{a_j^*,a_i^*\}a_j=\delta_{ji}a_i^*,$$
$$[a_k,n_j]=\{a_k,a_j^*\}a_j-a_j^*\{a_j,a_k\}=\delta_{jk}a_k,$$

and therefore

$$[n_j,a_i^*a_k]=[n_j,a_i^*]a_k-a_i^*[a_k,n_j]=(\delta_{ji}-\delta_{jk})a_i^*a_k.$$

Since $a_i^2=0$, also $n_i^2=a_i^*\{a_i,a_i^*\}a_i-a_i^*a_i^*a_ia_i=n_i$.

Put $S_p=n_{p\uparrow}-n_{p\downarrow}$, which is Hermitian and annihilates $\psi$. With $s_\uparrow=1$ and $s_\downarrow=-1$,

$$[S_p,a_i^*a_k]=c\,a_i^*a_k,\qquad c=s_\sigma-\delta_{pq}s_\tau.$$

For $i\ne k$, $c$ is $\pm1$ if $q\ne p$ and $\pm2$ if $q=p$. Taking expectation values,

$$c\,\langle a_i^*a_k\rangle=\langle S_p\psi,a_i^*a_k\psi\rangle-\langle\psi,a_i^*a_kS_p\psi\rangle=0,$$

so the off-diagonal elements vanish. On the diagonal, pairing gives $\langle n_{p\downarrow}\rangle=\langle n_{p\uparrow}\rangle$. Finally, $n_{p\uparrow}n_{p\downarrow}\psi=n_{p\uparrow}^2\psi=n_{p\uparrow}\psi$ gives $\langle n_{p\uparrow}n_{p\downarrow}\rangle=\langle n_{p\uparrow}\rangle$.

There is also a converse for each orbital. Number operators commute, so $S_p^2=n_{p\uparrow}+n_{p\downarrow}-2n_{p\uparrow}n_{p\downarrow}$ and

$$\|S_p\psi\|^2=\langle n_{p\uparrow}\rangle+\langle n_{p\downarrow}\rangle-2\langle n_{p\uparrow}n_{p\downarrow}\rangle.$$

If the double occupancy equals both spin occupations, the right side is zero and $p$ is paired.

In geminal models where the two electrons of each pair always occupy the same spatial orbital of one finite orthonormal basis, the diagonal one-matrix means that the basis orbitals are natural orbitals.

## Operators, states and densities as matrices

In Lean 4 with Mathlib:

```lean
import Mathlib

open Matrix
open scoped ComplexOrder

namespace SeniorityZero

noncomputable section

/-- The two spin projections of an electron. -/
inductive Spin
  | up
  | down
  deriving DecidableEq

variable {ι κ n : Type*} [DecidableEq ι] [DecidableEq κ] [Fintype n] [DecidableEq n]

/-- The canonical anticommutation relations for annihilation matrices `a i`. -/
structure IsCAR (a : κ → Matrix n n ℂ) : Prop where
  anti : ∀ i k, a i * a k + a k * a i = 0
  anti_star : ∀ i k, a i * (a k)ᴴ + (a k)ᴴ * a i = if i = k then 1 else 0
```

The type `ι` labels spatial orbitals, `κ` general modes, and `n` the basis states of the many-electron space. `IsCAR` assumes the anticommutation relations, which encode Fermi statistics for orthonormal spin-orbitals. The matrices are finite, so a nonzero state space admits only finitely many modes.

```lean
/-- The Kronecker delta as a complex number. -/
def delta (i k : κ) : ℂ := if i = k then 1 else 0

/-- The number operator `n_i = a_i* a_i`. -/
def number (a : κ → Matrix n n ℂ) (i : κ) : Matrix n n ℂ := (a i)ᴴ * a i

/-- The expectation value `⟨ψ, X ψ⟩`. -/
def expect (ψ : n → ℂ) (X : Matrix n n ℂ) : ℂ := star ψ ⬝ᵥ X *ᵥ ψ

/-- The one-particle density matrix `γ_{ik} = ⟨ψ, a_i* a_k ψ⟩`. -/
def oneMatrix (a : κ → Matrix n n ℂ) (ψ : n → ℂ) : Matrix κ κ ℂ :=
  Matrix.of fun i k => expect ψ ((a i)ᴴ * a k)

/-- The occupation `⟨ψ, n_i ψ⟩` of mode `i`. -/
def occupation (a : κ → Matrix n n ℂ) (ψ : n → ℂ) (i : κ) : ℂ := expect ψ (number a i)

/-- The double occupancy `⟨ψ, n_{p↑} n_{p↓} ψ⟩` of spatial orbital `p`. -/
def doubleOccupancy (a : ι × Spin → Matrix n n ℂ) (ψ : n → ℂ) (p : ι) : ℂ :=
  expect ψ (number a (p, Spin.up) * number a (p, Spin.down))
```

`expect` does not divide by $\langle\psi,\psi\rangle$, so for an unnormalised vector all densities carry that factor. No fixed particle number is required.

```lean
/-- The spin imbalance operator `n_{p↑} - n_{p↓}` of spatial orbital `p`. -/
def spinDiff (a : ι × Spin → Matrix n n ℂ) (p : ι) : Matrix n n ℂ :=
  number a (p, Spin.up) - number a (p, Spin.down)

/-- Orbital `p` is paired in `ψ` when `n_{p↑} ψ = n_{p↓} ψ`. -/
def IsPairedAt (a : ι × Spin → Matrix n n ℂ) (ψ : n → ℂ) (p : ι) : Prop :=
  number a (p, Spin.up) *ᵥ ψ = number a (p, Spin.down) *ᵥ ψ

/-- A state has seniority zero when every spatial orbital is paired. -/
def IsSeniorityZero (a : ι × Spin → Matrix n n ℂ) (ψ : n → ℂ) : Prop :=
  ∀ p, IsPairedAt a ψ p
```

`IsPairedAt` concerns one orbital; `IsSeniorityZero` demands it of all.

## Commutators and the selection rule

The first lemma proves the two elementary commutators as `hann` and `hcre`, then joins them by the Leibniz rule. The second is idempotence.

```lean
/-- The commutator `[n_j, a_i* a_k] = (δ_{ji} - δ_{jk}) a_i* a_k`. -/
theorem IsCAR.number_comm_hop {a : κ → Matrix n n ℂ} (h : IsCAR a) (j i k : κ) :
    number a j * ((a i)ᴴ * a k) - ((a i)ᴴ * a k) * number a j
      = (delta j i - delta j k) • ((a i)ᴴ * a k) := by
  -- the commutator `[a_k, n_j] = δ_{jk} a_k`
  have hann : a k * number a j - number a j * a k = delta j k • a k := by
    have h1 := h.anti j k
    have h2 := h.anti_star k j
    have key : a k * number a j - number a j * a k
        = (a k * (a j)ᴴ + (a j)ᴴ * a k) * a j - (a j)ᴴ * (a j * a k + a k * a j) := by
      unfold number
      noncomm_ring
    rw [key, h1, h2]
    by_cases e : j = k
    · subst e
      simp [delta]
    · have e' : ¬ k = j := fun x => e x.symm
      simp [delta, e, e']
  -- the commutator `[n_j, a_i*] = δ_{ji} a_i*`
  have hcre : number a j * (a i)ᴴ - (a i)ᴴ * number a j = delta j i • (a i)ᴴ := by
    have h1 : (a j)ᴴ * (a i)ᴴ + (a i)ᴴ * (a j)ᴴ = 0 := by
      have h0 := congrArg Matrix.conjTranspose (h.anti i j)
      rwa [Matrix.conjTranspose_add, Matrix.conjTranspose_mul, Matrix.conjTranspose_mul,
        Matrix.conjTranspose_zero] at h0
    have h2 := h.anti_star j i
    have key : number a j * (a i)ᴴ - (a i)ᴴ * number a j
        = (a j)ᴴ * (a j * (a i)ᴴ + (a i)ᴴ * a j)
          - ((a j)ᴴ * (a i)ᴴ + (a i)ᴴ * (a j)ᴴ) * a j := by
      unfold number
      noncomm_ring
    rw [key, h1, h2]
    by_cases e : j = i
    · subst e
      simp [delta]
    · simp [delta, e]
  -- Leibniz rule for the commutator
  have key : number a j * ((a i)ᴴ * a k) - ((a i)ᴴ * a k) * number a j
      = (number a j * (a i)ᴴ - (a i)ᴴ * number a j) * a k
        - (a i)ᴴ * (a k * number a j - number a j * a k) := by
    noncomm_ring
  rw [key, hcre, hann, Matrix.smul_mul, Matrix.mul_smul]
  exact (sub_smul _ _ _).symm

/-- Fermionic number operators are idempotent: `n_i n_i = n_i`. -/
theorem IsCAR.number_mul_self {a : κ → Matrix n n ℂ} (h : IsCAR a) (i : κ) :
    number a i * number a i = number a i := by
  have hAA : a i * a i = 0 := by
    calc a i * a i = (1 / 2 : ℂ) • (a i * a i + a i * a i) := by module
      _ = 0 := by rw [h.anti i i, smul_zero]
  have key : number a i * number a i
      = (a i)ᴴ * (a i * (a i)ᴴ + (a i)ᴴ * a i) * a i - (a i)ᴴ * (a i)ᴴ * (a i * a i) := by
    unfold number
    noncomm_ring
  rw [key, h.anti_star i i, hAA]
  simp [number]
```

The selection rule holds for any Hermitian `S` that annihilates the state. In its proof, `hl` moves `S` onto the bra, and `h3` says that the commutator has zero expectation value.

```lean
omit [DecidableEq n] in
/-- Selection rule: if a Hermitian `S` annihilates `ψ` and `[S, X] = c X` with `c ≠ 0`,
then `⟨ψ, X ψ⟩ = 0`. -/
theorem expect_eq_zero_of_charged {S X : Matrix n n ℂ} {ψ : n → ℂ} {c : ℂ}
    (hS : Sᴴ = S) (hψ : S *ᵥ ψ = 0) (hc : c ≠ 0) (hX : S * X - X * S = c • X) :
    expect ψ X = 0 := by
  -- `S` also annihilates the bra
  have hl : star ψ ᵥ* S = 0 := by
    have h0 := Matrix.star_mulVec S ψ
    rw [hψ, hS, star_zero] at h0
    exact h0.symm
  have h1 : star ψ ⬝ᵥ (S * X) *ᵥ ψ = 0 := by
    rw [← Matrix.mulVec_mulVec, Matrix.dotProduct_mulVec, hl, zero_dotProduct]
  have h2 : star ψ ⬝ᵥ (X * S) *ᵥ ψ = 0 := by
    rw [← Matrix.mulVec_mulVec, hψ, Matrix.mulVec_zero, dotProduct_zero]
  have hs : (c • X) *ᵥ ψ = c • (X *ᵥ ψ) := by
    ext i
    simp [Matrix.mulVec, dotProduct, Finset.mul_sum, mul_assoc]
  -- the commutator has zero expectation value
  have h3 : star ψ ⬝ᵥ (S * X - X * S) *ᵥ ψ = 0 := by
    rw [Matrix.sub_mulVec, dotProduct_sub, h1, h2, sub_self]
  rw [hX, hs, dotProduct_smul, smul_eq_mul] at h3
  exact (mul_eq_zero.mp h3).resolve_left hc
```

For the one-matrix, `hc` checks by cases that the charge $c$ is nonzero, and `hX` computes the commutator with $S_p$. Only the orbital of the first index needs to be paired.

```lean
/-- If orbital `p` is paired in `ψ`, the one-matrix element between `(p, σ)` and any other
spin-orbital vanishes. -/
theorem IsCAR.oneMatrix_offDiag {a : ι × Spin → Matrix n n ℂ} (h : IsCAR a) {ψ : n → ℂ}
    {p : ι} (hψ : IsPairedAt a ψ p) (σ : Spin) (k : ι × Spin) (hik : (p, σ) ≠ k) :
    oneMatrix a ψ (p, σ) k = 0 := by
  obtain ⟨q, τ⟩ := k
  have hS : (spinDiff a p)ᴴ = spinDiff a p := by
    simp [spinDiff, number, Matrix.conjTranspose_mul]
  have h0 : spinDiff a p *ᵥ ψ = 0 := by
    unfold spinDiff
    rw [Matrix.sub_mulVec]
    exact sub_eq_zero.mpr hψ
  -- the coefficient in the commutator with `spinDiff a p` is nonzero
  have hc : (delta (p, Spin.up) (p, σ) - delta (p, Spin.up) (q, τ))
      - (delta (p, Spin.down) (p, σ) - delta (p, Spin.down) (q, τ)) ≠ 0 := by
    by_cases e : p = q
    · subst e
      cases σ <;> cases τ <;>
        first
          | exact absurd rfl hik
          | (simp [delta]; done)
          | (simp [delta]; norm_num)
    · cases σ <;> cases τ <;> simp [delta, e]
  have hX : spinDiff a p * ((a (p, σ))ᴴ * a (q, τ)) - ((a (p, σ))ᴴ * a (q, τ)) * spinDiff a p
      = ((delta (p, Spin.up) (p, σ) - delta (p, Spin.up) (q, τ))
        - (delta (p, Spin.down) (p, σ) - delta (p, Spin.down) (q, τ)))
          • ((a (p, σ))ᴴ * a (q, τ)) := by
    have key : spinDiff a p * ((a (p, σ))ᴴ * a (q, τ))
          - ((a (p, σ))ᴴ * a (q, τ)) * spinDiff a p
        = (number a (p, Spin.up) * ((a (p, σ))ᴴ * a (q, τ))
            - ((a (p, σ))ᴴ * a (q, τ)) * number a (p, Spin.up))
          - (number a (p, Spin.down) * ((a (p, σ))ᴴ * a (q, τ))
            - ((a (p, σ))ᴴ * a (q, τ)) * number a (p, Spin.down)) := by
      unfold spinDiff
      noncomm_ring
    rw [key, h.number_comm_hop (p, Spin.up) (p, σ) (q, τ),
      h.number_comm_hop (p, Spin.down) (p, σ) (q, τ)]
    exact (sub_smul _ _ _).symm
  show expect ψ ((a (p, σ))ᴴ * a (q, τ)) = 0
  exact expect_eq_zero_of_charged hS h0 hc hX
```

## Pairing read from the densities

The norm identity holds for every state. The equivalence after it uses idempotence in one direction and, in the other, the fact that a vector of zero norm vanishes.

```lean
/-- For every state, `‖(n_{p↑} - n_{p↓}) ψ‖² = ⟨n_{p↑}⟩ + ⟨n_{p↓}⟩ - 2 ⟨n_{p↑} n_{p↓}⟩`. -/
theorem IsCAR.spinDiff_normSq {a : ι × Spin → Matrix n n ℂ} (h : IsCAR a) (ψ : n → ℂ)
    (p : ι) :
    star (spinDiff a p *ᵥ ψ) ⬝ᵥ (spinDiff a p *ᵥ ψ)
      = occupation a ψ (p, Spin.up) + occupation a ψ (p, Spin.down)
        - 2 * doubleOccupancy a ψ p := by
  have hS : (spinDiff a p)ᴴ = spinDiff a p := by
    simp [spinDiff, number, Matrix.conjTranspose_mul]
  -- number operators commute
  have hc0 : number a (p, Spin.down) * number a (p, Spin.up)
      - number a (p, Spin.up) * number a (p, Spin.down) = 0 :=
    (h.number_comm_hop (p, Spin.down) (p, Spin.up) (p, Spin.up)).trans
      (by rw [sub_self, zero_smul])
  have hc := sub_eq_zero.mp hc0
  have hsq : spinDiff a p * spinDiff a p
      = number a (p, Spin.up) + number a (p, Spin.down)
        - (number a (p, Spin.up) * number a (p, Spin.down)
          + number a (p, Spin.up) * number a (p, Spin.down)) := by
    have key : spinDiff a p * spinDiff a p
        = number a (p, Spin.up) * number a (p, Spin.up)
          + number a (p, Spin.down) * number a (p, Spin.down)
          - (number a (p, Spin.up) * number a (p, Spin.down)
            + number a (p, Spin.down) * number a (p, Spin.up)) := by
      unfold spinDiff
      noncomm_ring
    rw [key, h.number_mul_self (p, Spin.up), h.number_mul_self (p, Spin.down), hc]
  rw [Matrix.star_mulVec, ← Matrix.dotProduct_mulVec, Matrix.mulVec_mulVec, hS, hsq]
  simp only [occupation, doubleOccupancy, expect, Matrix.add_mulVec, Matrix.sub_mulVec,
    dotProduct_add, dotProduct_sub]
  ring

/-- Orbital `p` is paired in `ψ` exactly when its double occupancy equals both the up-spin
and the down-spin occupation. -/
theorem IsCAR.isPairedAt_iff {a : ι × Spin → Matrix n n ℂ} (h : IsCAR a) (ψ : n → ℂ) (p : ι) :
    IsPairedAt a ψ p ↔
      doubleOccupancy a ψ p = occupation a ψ (p, Spin.up) ∧
        doubleOccupancy a ψ p = occupation a ψ (p, Spin.down) := by
  constructor
  · intro hψ
    have hp : number a (p, Spin.up) *ᵥ ψ = number a (p, Spin.down) *ᵥ ψ := hψ
    -- `n↑ n↓ ψ = n↑ n↑ ψ = n↑ ψ`
    have h1 : doubleOccupancy a ψ p = occupation a ψ (p, Spin.up) := by
      unfold doubleOccupancy occupation expect
      rw [← Matrix.mulVec_mulVec, ← hp, Matrix.mulVec_mulVec, h.number_mul_self]
    refine ⟨h1, ?_⟩
    rw [h1]
    unfold occupation expect
    rw [hp]
  · rintro ⟨h1, h2⟩
    -- the vector `(n↑ - n↓) ψ` has zero norm
    have hn : star (spinDiff a p *ᵥ ψ) ⬝ᵥ (spinDiff a p *ᵥ ψ) = 0 := by
      rw [h.spinDiff_normSq ψ p]
      linear_combination (-1) * h1 - h2
    have hv := dotProduct_star_self_eq_zero.mp hn
    unfold spinDiff at hv
    rw [Matrix.sub_mulVec] at hv
    exact sub_eq_zero.mp hv
```

The main theorem combines these results. Its diagonal matrix has the entry $\langle n_{p\uparrow}\rangle$ at both spins of $p$.

```lean
/-- In a seniority-zero state the one-matrix over spin-orbitals is diagonal with entry
`⟨n_{p↑}⟩` at both `(p, ↑)` and `(p, ↓)`, and each double occupancy equals `⟨n_{p↑}⟩`. -/
theorem seniorityZero_densities {a : ι × Spin → Matrix n n ℂ} (h : IsCAR a) {ψ : n → ℂ}
    (hψ : IsSeniorityZero a ψ) :
    oneMatrix a ψ = Matrix.diagonal (fun i : ι × Spin => occupation a ψ (i.1, Spin.up)) ∧
      ∀ p, doubleOccupancy a ψ p = occupation a ψ (p, Spin.up) := by
  refine ⟨?_, fun p => ((h.isPairedAt_iff ψ p).mp (hψ p)).1⟩
  ext ⟨p, σ⟩ k
  by_cases e : (p, σ) = k
  · subst e
    rw [Matrix.diagonal_apply_eq]
    obtain ⟨h1, h2⟩ := (h.isPairedAt_iff ψ p).mp (hψ p)
    cases σ
    · rfl
    · exact h2.symm.trans h1
  · rw [Matrix.diagonal_apply_ne _ e]
    exact h.oneMatrix_offDiag (hψ p) σ k e
```

## One orbital with four basis states

The Jordan–Wigner matrices for a single orbital provide a concrete example.

```lean
/-- Jordan-Wigner annihilation matrices of one spatial orbital in the basis
empty, up, down, doubly occupied. -/
def jw : Unit × Spin → Matrix (Fin 4) (Fin 4) ℂ
  | (_, Spin.up) => !![0, 1, 0, 0; 0, 0, 0, 0; 0, 0, 0, 1; 0, 0, 0, 0]
  | (_, Spin.down) => !![0, 0, 1, 0; 0, 0, 0, -1; 0, 0, 0, 0; 0, 0, 0, 0]

/-- The sum of the empty and the doubly occupied basis state. -/
def pairState : Fin 4 → ℂ := ![1, 0, 0, 1]

/-- The basis state with a single down-spin electron. -/
def downState : Fin 4 → ℂ := ![0, 0, 1, 0]
```

The anticommutation relations are checked entry by entry.

```lean
set_option maxHeartbeats 400000 in
/-- The Jordan-Wigner annihilation matrices anticommute. -/
theorem jw_anti : ∀ i k, jw i * jw k + jw k * jw i = 0 := by
  rintro ⟨⟨⟩, σ⟩ ⟨⟨⟩, τ⟩
  cases σ <;> cases τ <;> ext r s <;>
    simp only [Matrix.add_apply, Matrix.mul_apply, Fin.sum_univ_four] <;>
    fin_cases r <;> fin_cases s <;> simp [jw]

set_option maxHeartbeats 400000 in
/-- The Jordan-Wigner matrices satisfy `a_i a_k* + a_k* a_i = δ_{ik}`. -/
theorem jw_anti_star :
    ∀ i k, jw i * (jw k)ᴴ + (jw k)ᴴ * jw i = if i = k then 1 else 0 := by
  rintro ⟨⟨⟩, σ⟩ ⟨⟨⟩, τ⟩
  cases σ <;> cases τ <;> ext r s <;>
    simp only [Matrix.add_apply, Matrix.mul_apply, Matrix.conjTranspose_apply,
      Fin.sum_univ_four] <;>
    fin_cases r <;> fin_cases s <;> simp [jw]
```

`pairState` has squared norm 2 and unnormalised up-spin occupation 1. After normalisation the occupation is $1/2$, so the seniority-zero condition permits fractional occupations. This vector superposes zero and two electrons, so it is not a state of definite electron number. With two orbitals, an equal-weight superposition of the pair in one orbital and the pair in the other also has up-spin occupations $1/2$, at fixed electron number two.

```lean
set_option maxHeartbeats 400000 in
/-- The matrices `jw` obey the CAR and `pairState` has seniority zero, with up-spin
occupation 1 and squared norm 2. -/
theorem seniorityZero_witness :
    IsCAR jw ∧ IsSeniorityZero jw pairState ∧
      occupation jw pairState ((), Spin.up) = 1 ∧ star pairState ⬝ᵥ pairState = 2 := by
  refine ⟨⟨jw_anti, jw_anti_star⟩, ?_, ?_, ?_⟩
  · unfold IsSeniorityZero IsPairedAt
    intro p
    ext r
    simp only [number, Matrix.mulVec, dotProduct, Matrix.mul_apply,
      Matrix.conjTranspose_apply, Fin.sum_univ_four]
    fin_cases r <;> simp [jw, pairState]
  · simp only [occupation, expect, number, Matrix.mulVec, dotProduct, Matrix.mul_apply,
      Matrix.conjTranspose_apply, Fin.sum_univ_four, Pi.star_apply]
    simp [jw, pairState]
  · simp only [dotProduct, Fin.sum_univ_four, Pi.star_apply]
    first
      | (simp [pairState]; done)
      | (simp [pairState]; norm_num)
```

The normalised state with one down-spin electron has a diagonal one-matrix, and its double occupancy and up-spin occupation are both zero. It is nevertheless unpaired, because its down-spin occupation is 1. The equality with the down-spin occupation is thus needed in the converse.

```lean
set_option maxHeartbeats 400000 in
/-- The state `downState` has vanishing off-diagonal one-matrix elements and double occupancy
equal to the up-spin occupation, but does not have seniority zero. -/
theorem downState_not_seniorityZero :
    (∀ i k, i ≠ k → oneMatrix jw downState i k = 0) ∧
      (∀ p, doubleOccupancy jw downState p = occupation jw downState (p, Spin.up)) ∧
      ¬ IsSeniorityZero jw downState := by
  refine ⟨?_, ?_, ?_⟩
  · rintro ⟨⟨⟩, σ⟩ ⟨⟨⟩, τ⟩ hik
    cases σ <;> cases τ <;>
      first
        | exact absurd rfl hik
        | (simp only [oneMatrix, Matrix.of_apply, expect, Matrix.mulVec, dotProduct,
            Matrix.mul_apply, Matrix.conjTranspose_apply, Fin.sum_univ_four, Pi.star_apply]
           simp [jw, downState])
  · intro p
    unfold doubleOccupancy occupation expect
    rw [← Matrix.mulVec_mulVec]
    -- `n↓` fixes the state
    have hd : number jw (p, Spin.down) *ᵥ downState = downState := by
      ext r
      simp only [number, Matrix.mulVec, dotProduct, Matrix.mul_apply,
        Matrix.conjTranspose_apply, Fin.sum_univ_four]
      fin_cases r <;> simp [jw, downState]
    rw [hd]
  · intro hs
    have h0 : number jw ((), Spin.up) *ᵥ downState
        = number jw ((), Spin.down) *ᵥ downState := hs ()
    have h2 := congrFun h0 2
    simp only [number, Matrix.mulVec, dotProduct, Matrix.mul_apply,
      Matrix.conjTranspose_apply, Fin.sum_univ_four] at h2
    simp [jw, downState] at h2

end

end SeniorityZero
```

```lean
#print axioms SeniorityZero.seniorityZero_densities
#print axioms SeniorityZero.downState_not_seniorityZero
```

```
'SeniorityZero.seniorityZero_densities' depends on axioms: [propext, Classical.choice, Quot.sound]
'SeniorityZero.downState_not_seniorityZero' depends on axioms: [propext, Classical.choice, Quot.sound]
```
